# Nonbonding Hückel orbitals are at least as many as the sublattice imbalance, but their number does not determine Ovchinnikov's spin

## Can I get the spin by counting nonbonding orbitals?

Take a π system whose sites fall into two sublattices, A with p sites and B with q sites. Its one-electron matrix H is real and symmetric and has no entries within A or within B; energies are measured from the common Coulomb integral. I call η, the dimension of the kernel of H, the number of nonbonding orbitals, and |p − q| the imbalance. For a connected π system with one π electron per site, Ovchinnikov's rule assigns the ground-state spin S = |p − q|/2.

I believe that η is at least |p − q| and has the same parity. Trimethylenemethane (TMM) and tetramethyleneethane (TME) both seem to have η = 2, yet the rule gives them different spins. Could someone show me the full argument, with a proof that Lean has checked?

## The rank of the hopping block fixes the count

Both statements are right. Let M be the p × q block of H that connects A to B, and r its rank. Write an orbital as x = (u, v), with amplitudes u on A and v on B. In block form, with rows separated by a semicolon,

H = (0, M; Mᵀ, 0)

Hx = (Mv, Mᵀu)

So Hx = 0 means Mv = 0 and Mᵀu = 0, two independent conditions. The kernel of H is the product of the kernels of M and Mᵀ. These have dimensions q − r and p − r, because M and Mᵀ have the same rank. Hence

η = p + q − 2r

Since p + q = |p − q| + 2 min(p, q), this is

η − |p − q| = 2 (min(p, q) − r)

The rank cannot exceed min(p, q), so the right-hand side is a non-negative even number. That gives the bound and the parity, and equality holds exactly when r = min(p, q).

**Trimethylenemethane.** The three outer carbons form A and the central one forms B. With resonance integral β ≠ 0, M is the column (β; β; β), so r = 1 and

η = 3 + 1 − 2 = 2, S = 1

The nonbonding orbitals have v = 0 and u₀ + u₁ + u₂ = 0, for example u = (1, −1, 0)/√2 and u = (1, 1, −2)/√6.

**Tetramethyleneethane.** Site 0 of each sublattice is a central carbon, and its two outer neighbours belong to the other sublattice. Then

M = (β, β, β; β, 0, 0; β, 0, 0)

The last two rows are equal and the first is not a multiple of them, so r = 2 and

η = 3 + 3 − 4 = 2, S = 0

One nonbonding orbital has u = (0, 1, −1)/√2 and v = 0; the other has the same amplitudes on B and none on A.

A function f of η alone would have to satisfy f(2) = 1 and f(2) = 0. So the number of zero Hückel eigenvalues cannot replace the sublattice count when one uses Ovchinnikov's rule to choose a trial spin multiplicity for a diradical.

The zeros within each sublattice are needed. Put the three carbons of the cyclopropenyl ring into sublattices of two and one, with β ≠ 0 on every bond. One bond now lies inside a sublattice. The eigenvalues are 2β, −β and −β, so η = 0 while the imbalance is 1: both the bound and the parity fail.

### What the Lean statements say

The sublattices are finite types `A` and `B`, possibly empty, and the sites are their disjoint sum `A ⊕ B`. `IsAlternant H` contains the symmetry of H and the zeros within each sublattice. These zeros include the diagonal, so all sites share one Coulomb integral, which rules out heteroatoms with shifted site energies. The A–B amplitudes are arbitrary real numbers, and for the orbital count the molecule need not be connected.

`nullity H` is η, and `H.toBlocks₁₂` is M. `huckel M` builds H from a given hopping block, and the two molecules are defined through it.

`ovchinnikovSpin A B` is a definition, |p − q|/2 as a rational number. It stands for the ground-state spin that the rule predicts for a connected, half-filled system of interacting π electrons. The file contains no electron repulsion and no many-electron state, so the rule itself is taken as given and not derived.

```lean
import Mathlib

open Matrix Module

namespace AlternantNonbonding

noncomputable section

variable {A B : Type*} [Fintype A] [Fintype B]

/-- A real symmetric one-electron matrix on the sites of two sublattices `A` and `B`
that vanishes within each sublattice. -/
def IsAlternant (H : Matrix (A ⊕ B) (A ⊕ B) ℝ) : Prop :=
  H.IsSymm ∧ (∀ a a', H (Sum.inl a) (Sum.inl a') = 0) ∧
    (∀ b b', H (Sum.inr b) (Sum.inr b') = 0)

/-- The number of linearly independent nonbonding orbitals: the dimension of the kernel
of `H`, with energies measured from the Coulomb integral. -/
def nullity (H : Matrix (A ⊕ B) (A ⊕ B) ℝ) : ℕ :=
  finrank ℝ (LinearMap.ker H.mulVecLin)

/-- The spin given by Ovchinnikov's rule: half the absolute difference between the numbers
of sites on the two sublattices. -/
def ovchinnikovSpin (A B : Type*) [Fintype A] [Fintype B] : ℚ :=
  |(Fintype.card A : ℚ) - Fintype.card B| / 2

/-- The Hückel matrix whose hopping amplitudes between the sublattices are the entries
of `M`. -/
def huckel (M : Matrix A B ℝ) : Matrix (A ⊕ B) (A ⊕ B) ℝ :=
  fromBlocks 0 M Mᵀ 0

/-- Trimethylenemethane: three outer carbons (first sublattice), each bonded to the central
carbon (second sublattice) with resonance integral `β`. -/
def trimethylenemethane (β : ℝ) : Matrix (Fin 3 ⊕ Fin 1) (Fin 3 ⊕ Fin 1) ℝ :=
  huckel !![β; β; β]

/-- Tetramethyleneethane: two bonded central carbons, each carrying two outer carbons, with
resonance integral `β`. Site 0 of each sublattice is a central carbon. -/
def tetramethyleneethane (β : ℝ) : Matrix (Fin 3 ⊕ Fin 3) (Fin 3 ⊕ Fin 3) ℝ :=
  huckel !![β, β, β; β, 0, 0; β, 0, 0]

/-- For an alternant matrix the zero-energy equation splits into one equation for the
amplitudes on `B` and one for the amplitudes on `A`. -/
theorem nonbonding_iff {H : Matrix (A ⊕ B) (A ⊕ B) ℝ} (hH : IsAlternant H)
    (x : A ⊕ B → ℝ) :
    H *ᵥ x = 0 ↔ H.toBlocks₁₂ *ᵥ (fun b => x (Sum.inr b)) = 0 ∧
      H.toBlocks₁₂ᵀ *ᵥ (fun a => x (Sum.inl a)) = 0 := by
  obtain ⟨hS, h1, h2⟩ := hH
  have hs : ∀ a b, H (Sum.inr b) (Sum.inl a) = H (Sum.inl a) (Sum.inr b) :=
    fun a b => hS.apply _ _
  -- each sublattice only feels the amplitudes on the other one
  have hA : ∀ a, (H *ᵥ x) (Sum.inl a) =
      (H.toBlocks₁₂ *ᵥ (fun b => x (Sum.inr b))) a := by
    intro a
    simp [Matrix.mulVec, dotProduct, Fintype.sum_sum_type, h1, toBlocks₁₂]
  have hB : ∀ b, (H *ᵥ x) (Sum.inr b) =
      (H.toBlocks₁₂ᵀ *ᵥ (fun a => x (Sum.inl a))) b := by
    intro b
    simp [Matrix.mulVec, dotProduct, Fintype.sum_sum_type, h2, hs, toBlocks₁₂]
  constructor
  · intro h
    exact ⟨funext fun a => by rw [← hA, h]; rfl, funext fun b => by rw [← hB, h]; rfl⟩
  · rintro ⟨ha, hb⟩
    funext i
    rcases i with a | b
    · rw [hA, ha]; rfl
    · rw [hB, hb]; rfl

/-- The number of nonbonding orbitals of an alternant matrix plus twice the rank of its
hopping block equals the number of sites. -/
theorem nullity_add_two_mul_rank {H : Matrix (A ⊕ B) (A ⊕ B) ℝ} (hH : IsAlternant H) :
    nullity H + 2 * H.toBlocks₁₂.rank = Fintype.card A + Fintype.card B := by
  -- nonbonding orbitals are pairs of orbitals living on one sublattice each
  let e : LinearMap.ker H.mulVecLin ≃ₗ[ℝ]
      LinearMap.ker H.toBlocks₁₂.mulVecLin × LinearMap.ker H.toBlocks₁₂ᵀ.mulVecLin :=
    { toFun := fun x =>
        (⟨fun b => x.1 (Sum.inr b),
          LinearMap.mem_ker.mpr ((nonbonding_iff hH x.1).1 (LinearMap.mem_ker.mp x.2)).1⟩,
         ⟨fun a => x.1 (Sum.inl a),
          LinearMap.mem_ker.mpr ((nonbonding_iff hH x.1).1 (LinearMap.mem_ker.mp x.2)).2⟩)
      invFun := fun y => ⟨Sum.elim y.2.1 y.1.1,
        LinearMap.mem_ker.mpr ((nonbonding_iff hH (Sum.elim y.2.1 y.1.1)).2
          ⟨LinearMap.mem_ker.mp y.1.2, LinearMap.mem_ker.mp y.2.2⟩)⟩
      map_add' := fun _ _ => rfl
      map_smul' := fun _ _ => rfl
      left_inv := fun x => Subtype.ext (funext fun i => by cases i <;> rfl)
      right_inv := fun _ => rfl }
  have he := e.finrank_eq
  rw [Module.finrank_prod] at he
  -- rank-nullity on each sublattice
  have h1 : H.toBlocks₁₂.rank + finrank ℝ (LinearMap.ker H.toBlocks₁₂.mulVecLin) =
      Fintype.card B :=
    (LinearMap.finrank_range_add_finrank_ker H.toBlocks₁₂.mulVecLin).trans
      (Module.finrank_fintype_fun_eq_card ℝ)
  have h2 : H.toBlocks₁₂ᵀ.rank + finrank ℝ (LinearMap.ker H.toBlocks₁₂ᵀ.mulVecLin) =
      Fintype.card A :=
    (LinearMap.finrank_range_add_finrank_ker H.toBlocks₁₂ᵀ.mulVecLin).trans
      (Module.finrank_fintype_fun_eq_card ℝ)
  rw [Matrix.rank_transpose] at h2
  unfold nullity
  omega

/-- An alternant matrix has at least as many nonbonding orbitals as the sublattice imbalance,
and the two numbers have the same parity. -/
theorem imbalance_le_nullity_and_parity {H : Matrix (A ⊕ B) (A ⊕ B) ℝ}
    (hH : IsAlternant H) :
    |(Fintype.card A : ℤ) - Fintype.card B| ≤ nullity H ∧
      Even ((nullity H : ℤ) - |(Fintype.card A : ℤ) - Fintype.card B|) := by
  have h := nullity_add_two_mul_rank hH
  have hA := H.toBlocks₁₂.rank_le_card_height
  have hB := H.toBlocks₁₂.rank_le_card_width
  rw [Int.even_iff]
  rcases abs_cases ((Fintype.card A : ℤ) - Fintype.card B) with ⟨h', _⟩ | ⟨h', _⟩ <;>
    rw [h'] <;> constructor <;> omega

/-- The number of nonbonding orbitals of an alternant matrix equals the sublattice imbalance
exactly when the hopping block has the largest rank its shape allows. -/
theorem nullity_eq_imbalance_iff {H : Matrix (A ⊕ B) (A ⊕ B) ℝ} (hH : IsAlternant H) :
    (nullity H : ℤ) = |(Fintype.card A : ℤ) - Fintype.card B| ↔
      H.toBlocks₁₂.rank = min (Fintype.card A) (Fintype.card B) := by
  have h := nullity_add_two_mul_rank hH
  have hA := H.toBlocks₁₂.rank_le_card_height
  have hB := H.toBlocks₁₂.rank_le_card_width
  rcases abs_cases ((Fintype.card A : ℤ) - Fintype.card B) with ⟨h', _⟩ | ⟨h', _⟩ <;>
    rw [h'] <;> omega

omit [Fintype A] [Fintype B] in
/-- Every Hückel matrix built from hopping between the sublattices is alternant. -/
theorem huckel_isAlternant (M : Matrix A B ℝ) : IsAlternant (huckel M) :=
  ⟨Matrix.IsSymm.ext fun i j => by
    rcases i with i | i <;> rcases j with j | j <;> rfl, fun _ _ => rfl, fun _ _ => rfl⟩

/-- A matrix that factors through `k` dimensions and can be reduced to the `k × k` identity
has rank `k`. -/
theorem rank_eq_of_factor {k : ℕ} {M : Matrix A B ℝ} (U : Matrix A (Fin k) ℝ)
    (V : Matrix (Fin k) B ℝ) (P : Matrix (Fin k) A ℝ) (Q : Matrix B (Fin k) ℝ)
    (hM : M = U * V) (hI : P * M * Q = 1) : M.rank = k := by
  apply le_antisymm
  · have h1 := Matrix.rank_mul_le_left U V
    have h2 := U.rank_le_card_width
    rw [← hM] at h1
    rw [Fintype.card_fin] at h2
    exact h1.trans h2
  · have h1 := Matrix.rank_mul_le_left (P * M) Q
    have h2 := Matrix.rank_mul_le_right P M
    rw [hI, Matrix.rank_one, Fintype.card_fin] at h1
    exact h1.trans h2

/-- For `β ≠ 0`, trimethylenemethane has two nonbonding orbitals and Ovchinnikov spin 1. -/
theorem trimethylenemethane_nullity_spin {β : ℝ} (hβ : β ≠ 0) :
    nullity (trimethylenemethane β) = 2 ∧ ovchinnikovSpin (Fin 3) (Fin 1) = 1 := by
  constructor
  · have hr : (!![β; β; β] : Matrix (Fin 3) (Fin 1) ℝ).rank = 1 := by
      apply rank_eq_of_factor !![β; β; β] !![1] !![β⁻¹, 0, 0] !![1]
      · ext i j
        fin_cases i <;> fin_cases j <;> simp [Matrix.mul_apply]
      · ext i j
        fin_cases i
        fin_cases j
        simp [Matrix.mul_apply, hβ]
    have h := nullity_add_two_mul_rank (huckel_isAlternant !![β; β; β])
    rw [show (huckel !![β; β; β]).toBlocks₁₂ = !![β; β; β] from rfl, hr,
      Fintype.card_fin, Fintype.card_fin] at h
    unfold trimethylenemethane
    omega
  · norm_num [ovchinnikovSpin]

/-- For `β ≠ 0`, tetramethyleneethane has two nonbonding orbitals and Ovchinnikov spin 0. -/
theorem tetramethyleneethane_nullity_spin {β : ℝ} (hβ : β ≠ 0) :
    nullity (tetramethyleneethane β) = 2 ∧
      ovchinnikovSpin (Fin 3) (Fin 3) = 0 := by
  constructor
  · have hr : (!![β, β, β; β, 0, 0; β, 0, 0] : Matrix (Fin 3) (Fin 3) ℝ).rank = 2 := by
      apply rank_eq_of_factor !![β, 0; 0, β; 0, β] !![1, 1, 1; 1, 0, 0]
        !![β⁻¹, 0, 0; 0, β⁻¹, 0] !![0, 1; 1, -1; 0, 0]
      · ext i j
        fin_cases i <;> fin_cases j <;> simp [Matrix.mul_apply, Fin.sum_univ_succ]
      · ext i j
        fin_cases i <;> fin_cases j <;> simp [Matrix.mul_apply, Fin.sum_univ_succ, hβ]
    have h := nullity_add_two_mul_rank
      (huckel_isAlternant !![β, β, β; β, 0, 0; β, 0, 0])
    rw [show (huckel !![β, β, β; β, 0, 0; β, 0, 0]).toBlocks₁₂ =
      !![β, β, β; β, 0, 0; β, 0, 0] from rfl, hr, Fintype.card_fin] at h
    unfold tetramethyleneethane
    omega
  · norm_num [ovchinnikovSpin]

/-- For `β ≠ 0`, no function of the number of nonbonding orbitals gives the Ovchinnikov spin
of both trimethylenemethane and tetramethyleneethane. -/
theorem nullity_does_not_determine_spin {β : ℝ} (hβ : β ≠ 0) :
    ¬ ∃ f : ℕ → ℚ,
      ovchinnikovSpin (Fin 3) (Fin 1) = f (nullity (trimethylenemethane β)) ∧
      ovchinnikovSpin (Fin 3) (Fin 3) = f (nullity (tetramethyleneethane β)) := by
  rintro ⟨f, h1, h2⟩
  rw [(trimethylenemethane_nullity_spin hβ).1, (trimethylenemethane_nullity_spin hβ).2] at h1
  rw [(tetramethyleneethane_nullity_spin hβ).1,
    (tetramethyleneethane_nullity_spin hβ).2] at h2
  linarith

end

end AlternantNonbonding
```

```lean
#print axioms AlternantNonbonding.imbalance_le_nullity_and_parity
#print axioms AlternantNonbonding.nullity_eq_imbalance_iff
#print axioms AlternantNonbonding.nullity_does_not_determine_spin
```

```
'AlternantNonbonding.imbalance_le_nullity_and_parity' depends on axioms: [propext, Classical.choice, Quot.sound]
'AlternantNonbonding.nullity_eq_imbalance_iff' depends on axioms: [propext, Classical.choice, Quot.sound]
'AlternantNonbonding.nullity_does_not_determine_spin' depends on axioms: [propext, Classical.choice, Quot.sound]
```

### From the split equation to the two molecules

`nonbonding_iff` is the splitting of Hx = 0. It expands the matrix-vector product over the two sublattices, removes the vanishing entries and uses symmetry to recognise the lower block as Mᵀ.

`nullity_add_two_mul_rank` is η + 2r = p + q. The map `e` takes a nonbonding orbital to its pair (v, u), and its inverse glues the pair together again. The dimension of the kernel is therefore a sum of two dimensions. Rank-nullity is applied to M and to Mᵀ, `Matrix.rank_transpose` identifies their ranks, and `omega` does the integer arithmetic.

`imbalance_le_nullity_and_parity` and `nullity_eq_imbalance_iff` add the bounds r ≤ p and r ≤ q. They split on the sign of p − q and leave the rest to `omega`.

For the molecules, `rank_eq_of_factor` pins the rank from both sides. If M = UV passes through k dimensions, its rank is at most k; if PMQ is the k × k identity, its rank is at least k. For TMM, k = 1 and U is the column M itself. For TME, k = 2 and

U = (β, 0; 0, β; 0, β), V = (1, 1, 1; 1, 0, 0)

The matrices P contain β⁻¹, which is where β ≠ 0 enters. The products are checked entry by entry after `fin_cases`, and the rank formula then gives η = 2 in both cases.

`nullity_does_not_determine_spin` assumes a function `f` that gives both spins, substitutes the computed values and reaches the contradiction 1 = f(2) = 0.
